# For a propagator with zero diagonal, $t(Gt)^N$ sums the $N$-hop scattering paths

## Sites, amplitudes and paths

Let $\iota$ be a finite set of sites and $R$ a ring, not necessarily commutative. Each site $i$ has a scattering amplitude $t(i)\in R$, and each ordered pair of sites has a propagator $G(i,j)\in R$. In matrix products, $t$ also denotes the diagonal matrix with entries $t(i)$. All quantities belong to one fixed energy.

A sequence $s=(s_0,\dots,s_N)$ of $N+1$ sites makes $N$ hops and has the amplitude

$$W(s)=t(s_0)\,G(s_0,s_1)\,t(s_1)\cdots G(s_{N-1},s_N)\,t(s_N).$$

It is a path from $n$ to $m$ if $s_0=n$, $s_N=m$ and $s_i\neq s_{i+1}$ for every $i<N$. A path may revisit a site, as in $(a,b,a)$ with $a\neq b$, but each hop must lead to a different site. The words "from", "to" and "first" refer to the order in which the sequence is written. When the matrices act on a column of incident-wave amplitudes, the wave itself runs through the sequence backwards: it scatters first at $s_N=m$ and last at $s_0=n$.

The condition $G(i,i)=0$ expresses that repeated scattering within one site is already contained in $t(i)$, so a wave leaving a site next scatters at a different one.

## The sum over intermediate sites

The claim is that, if $G(i,i)=0$ for all $i$, then

$$[t(Gt)^N](n,m)=\sum_{s\text{ a path from }n\text{ to }m}W(s).$$

First take any $G$ and sum over all sequences from $n$ to $m$, repeated neighbours included. For $N=0$ the matrix entry is $t(n)\delta_{nm}$. The only possible sequence is $(n)$, which ends at $m$ exactly when $n=m$, so the two sides agree.

Suppose the formula holds for $N$. Since $t(Gt)^{N+1}=(tG)\,t(Gt)^N$,

$$[t(Gt)^{N+1}](n,m)=\sum_k t(n)G(n,k)\,[t(Gt)^N](k,m)
=\sum_k\ \sum_{\substack{s_0=k\\ s_N=m}}t(n)G(n,s_0)W(s).$$

The summand is the amplitude of $(n,s_0,\dots,s_N)$. As $k$ and $s$ vary, each sequence with $N+1$ hops from $n$ to $m$ occurs once, which completes the induction.

Now let $G$ have zero diagonal. A sequence with $s_i=s_{i+1}$ contains the factor $G(s_i,s_i)=0$, so its amplitude vanishes and only paths remain. If $R$ is commutative, the factors can be regrouped:

$$W(s)=\prod_{i=0}^{N}t(s_i)\prod_{i=0}^{N-1}G(s_i,s_{i+1}).$$

There is a partial converse. No path goes from $n$ to $n$ in one hop, so the one-hop expansion at $(n,n)$ reads $t(n)G(n,n)t(n)=0$. If $t(n)$ is invertible, $G(n,n)=0$ follows.

## The scattering path operator after finitely many hops

Let the scattering path operator $\tau$ satisfy $\tau=t+tG\tau$. Its entry $\tau(n,m)$ turns the wave incident on site $m$ into the wave scattered out of site $n$, with all scattering in between included. Multiplying by $(tG)^k$ and using $(tG)^kt=t(Gt)^k$ gives

$$(tG)^k\tau=t(Gt)^k+(tG)^{k+1}\tau.$$

Adding these equations for $k=0,\dots,K-1$ cancels the intermediate remainders:

$$\tau=\sum_{N=0}^{K-1}t(Gt)^N+(tG)^K\tau.$$

For a finite cluster at fixed energy, this identifies the terms of a multiple-scattering calculation ordered by number of hops, together with the remainder left by truncation.

## Amplitudes and paths in Lean

The type `ι` holds the sites and `R` the values of the amplitudes. Taking `R` to be a ring of square matrices in angular momentum covers scattering in several partial waves, by spherical or non-spherical scatterers, provided that every site uses the same angular-momentum cutoff.

```lean
import Mathlib

open Matrix

namespace ScatteringPathExpansion

variable {ι R : Type*} [Ring R]
```

A sequence is a function on `Fin (N + 1)`. For a hop `i : Fin N`, `i.castSucc` and `i.succ` are the positions $i$ and $i+1$. The product is taken over a list because the order of the factors matters.

```lean
/-- The amplitude of a site sequence `s 0, ..., s N`: the ordered product
`t (s 0) * G (s 0) (s 1) * t (s 1) * ... * t (s N)` of scatterings and propagations. -/
def pathWeight {N : ℕ} (t : ι → R) (G : Matrix ι ι R) (s : Fin (N + 1) → ι) : R :=
  t (s 0) * (List.ofFn fun i : Fin N => G (s i.castSucc) (s i.succ) * t (s i.succ)).prod
```

The next lemma is the factorisation used in the induction: `Fin.cons a s` puts $a$ in front of $s$, and the amplitude gains $t(a)G(a,s_0)$ on the left.

```lean
/-- Putting a site `a` in front of a sequence multiplies its amplitude from the left by the
scattering at `a` and the propagator between `a` and the old first site. -/
theorem pathWeight_cons {N : ℕ} (t : ι → R) (G : Matrix ι ι R) (a : ι)
    (s : Fin (N + 1) → ι) :
    pathWeight t G (Fin.cons a s : Fin (N + 1 + 1) → ι)
      = t a * G a (s 0) * pathWeight t G s := by
  have h : pathWeight t G (Fin.cons a s : Fin (N + 1 + 1) → ι)
      = t a * ((G a (s 0) * t (s 0)) *
        (List.ofFn fun i : Fin N => G (s i.castSucc) (s i.succ) * t (s i.succ)).prod) := by
    unfold pathWeight
    rw [List.ofFn_succ, List.prod_cons]
    rfl
  rw [h]
  simp only [pathWeight, mul_assoc]
```

The corresponding statement for sums separates the first site from the rest of the sequence.

```lean
variable [Fintype ι]

/-- A sum over site sequences is a sum over the first site and over the remaining sequence. -/
theorem sum_sequences_cons {M : ℕ} (F : (Fin (M + 1) → ι) → R) :
    ∑ s, F s = ∑ a : ι, ∑ s : Fin M → ι, F (Fin.cons a s : Fin (M + 1) → ι) := by
  rw [← Equiv.sum_comp (Fin.consEquiv (fun _ : Fin (M + 1) => ι)) F, Fintype.sum_prod_type]
  rfl
```

The finite set `sitePaths N n m` imposes the two end conditions and the inequality of neighbours. For $N=0$ there are no neighbours to compare.

```lean
variable [DecidableEq ι]

/-- The scattering paths with `N` hops from site `n` to site `m`: sequences of `N + 1` sites
with these ends in which consecutive sites are distinct. -/
def sitePaths (N : ℕ) (n m : ι) : Finset (Fin (N + 1) → ι) :=
  Finset.univ.filter fun s =>
    s 0 = n ∧ s (Fin.last N) = m ∧ ∀ i : Fin N, s i.castSucc ≠ s i.succ
```

## The expansion and its converse

The first expansion makes no assumption about the diagonal of `G`. In the induction step, `hstep` is the matrix product written out above. One side then sums over the intermediate site $k$, the other over the new first site $a$. Exchanging the order of summation fixes the remaining sequence $s$, and each site sum reduces to one term, $k=s_0$ or $a=n$.

```lean
/-- For any propagator `G`, entry `(n, m)` of `t (G t)^N` is the sum of the amplitudes of all
sequences of `N + 1` sites from `n` to `m`, repeated consecutive sites included. -/
theorem expansion_all_sequences (t : ι → R) (G : Matrix ι ι R) (N : ℕ) : ∀ n m : ι,
    (diagonal t * (G * diagonal t) ^ N) n m
      = ∑ s : Fin (N + 1) → ι,
          if s 0 = n ∧ s (Fin.last N) = m then pathWeight t G s else 0 := by
  induction N with
  | zero =>
    intro n m
    rw [sum_sequences_cons]
    simp [pathWeight, ite_and, Matrix.one_apply]
  | succ N ih =>
    intro n m
    -- split off the first scattering and the first propagation
    have hstep : (diagonal t * (G * diagonal t) ^ (N + 1)) n m
        = ∑ k, t n * G n k * (diagonal t * (G * diagonal t) ^ N) k m := by
      have h : diagonal t * (G * diagonal t) ^ (N + 1)
          = (diagonal t * G) * (diagonal t * (G * diagonal t) ^ N) := by
        rw [pow_succ']
        simp only [mul_assoc]
      rw [h, Matrix.mul_apply]
      simp only [Matrix.diagonal_mul]
    have hlast : ∀ (a : ι) (s : Fin (N + 1) → ι),
        (Fin.cons a s : Fin (N + 1 + 1) → ι) (Fin.last (N + 1)) = s (Fin.last N) :=
      fun a s => Fin.cons_succ (α := fun _ => ι) a s (Fin.last N)
    rw [hstep, sum_sequences_cons]
    simp only [ih, pathWeight_cons, Fin.cons_zero, hlast, Finset.mul_sum]
    -- for a fixed remaining sequence, both sums over a site have a single term
    refine Finset.sum_comm.trans
      ((Finset.sum_congr rfl fun s _ => ?_).trans Finset.sum_comm)
    by_cases h : s (Fin.last N) = m <;> simp [h]
```

The hypothesis `hG` is the zero diagonal. `Finset.sum_subset` allows the sum to be restricted to paths once every discarded sequence is shown to have zero amplitude. Such a sequence has a repeated neighbour, supplied by `hstay`, and hence a zero factor in its product.

```lean
/-- Path expansion of multiple scattering: if `G` has zero diagonal, entry `(n, m)` of
`t (G t)^N` is the sum of the amplitudes of all scattering paths with `N` hops from `n` to `m`.
The entries of `t` and `G` need not commute. -/
theorem scattering_path_expansion (t : ι → R) (G : Matrix ι ι R) (hG : ∀ i, G i i = 0)
    (N : ℕ) (n m : ι) :
    (diagonal t * (G * diagonal t) ^ N) n m = ∑ s ∈ sitePaths N n m, pathWeight t G s := by
  rw [expansion_all_sequences, ← Finset.sum_filter]
  symm
  apply Finset.sum_subset
  · intro s hs
    simp only [sitePaths, Finset.mem_filter, Finset.mem_univ, true_and] at hs ⊢
    exact ⟨hs.1, hs.2.1⟩
  · intro s hs hns
    simp only [sitePaths, Finset.mem_filter, Finset.mem_univ, true_and] at hs hns
    -- a sequence that is not a path stays on some site, where the propagator vanishes
    have hstay : ∃ i : Fin N, s i.castSucc = s i.succ := by
      by_contra h
      exact hns ⟨hs.1, hs.2, fun i hi => h ⟨i, hi⟩⟩
    obtain ⟨i, hi⟩ := hstay
    unfold pathWeight
    rw [List.prod_eq_zero, mul_zero]
    rw [List.mem_ofFn]
    exact ⟨i, by simp only [hi, hG, zero_mul]⟩
```

Over a commutative ring, the list product becomes a product over hops, which is split into its $G$ and $t$ factors. The initial $t(s_0)$ joins the latter.

```lean
/-- Over a commutative ring, with `G` of zero diagonal, entry `(n, m)` of `t (G t)^N` is the sum
over the scattering paths with `N` hops from `n` to `m` of the product of all `t (s i)` and all
`G (s i) (s (i + 1))`. -/
theorem scattering_path_expansion_comm {S : Type*} [CommRing S] (t : ι → S)
    (G : Matrix ι ι S) (hG : ∀ i, G i i = 0) (N : ℕ) (n m : ι) :
    (diagonal t * (G * diagonal t) ^ N) n m
      = ∑ s ∈ sitePaths N n m,
          (∏ i : Fin (N + 1), t (s i)) * ∏ i : Fin N, G (s i.castSucc) (s i.succ) := by
  rw [scattering_path_expansion t G hG]
  refine Finset.sum_congr rfl fun s _ => ?_
  rw [pathWeight, List.prod_ofFn, Finset.prod_mul_distrib, Fin.prod_univ_succ]
  ring
```

For the converse, `IsUnit (t n)` says that $t(n)$ is invertible; for an angular-momentum matrix, this means that no combination of the retained channels passes the site unscattered. The proof shows that the set of one-hop paths from $n$ to $n$ is empty, then cancels $t(n)$ on both sides of $G(n,n)$.

```lean
/-- Converse: if the path expansion with one hop holds for the entry `(n, n)` and `t n` is
invertible, then the propagator from site `n` to itself vanishes. -/
theorem onsite_propagator_eq_zero (t : ι → R) (G : Matrix ι ι R) (n : ι) (ht : IsUnit (t n))
    (h : (diagonal t * (G * diagonal t) ^ 1) n n = ∑ s ∈ sitePaths 1 n n, pathWeight t G s) :
    G n n = 0 := by
  -- no path returns to its starting site in a single hop
  have hempty : sitePaths 1 n n = ∅ := by
    unfold sitePaths
    rw [Finset.filter_eq_empty_iff]
    rintro s _ ⟨h0, h1, h2⟩
    exact h2 0 (h0.trans h1.symm)
  rw [hempty, Finset.sum_empty, pow_one, Matrix.diagonal_mul, Matrix.mul_diagonal] at h
  exact ht.mul_left_eq_zero.mp (ht.mul_right_eq_zero.mp h)
```

## Truncation with its remainder

The hypothesis `hτ` is the equation $\tau=t+tG\tau$, called the equation of motion in the code comment; neither its derivation from the Schrödinger equation nor the existence of a solution is addressed. The sites are finite in number, so an infinite crystal is not covered. `Finset.range K` contains the hop numbers $0,\dots,K-1$. In the proof, `hshift` moves the bracket in $(tG)^kt$, `hiter` performs one iteration, and `hsum` adds the iterations by induction on `K`.

```lean
/-- If `G` has zero diagonal and `τ = t + t G τ`, then `τ n m` is the sum over all scattering
paths from `n` to `m` with fewer than `K` hops, plus the entry `(n, m)` of `(t G)^K τ`. -/
theorem path_operator_truncation (t : ι → R) (G τ : Matrix ι ι R) (hG : ∀ i, G i i = 0)
    (hτ : τ = diagonal t + diagonal t * G * τ) (K : ℕ) (n m : ι) :
    τ n m = ∑ N ∈ Finset.range K, ∑ s ∈ sitePaths N n m, pathWeight t G s
      + ((diagonal t * G) ^ K * τ) n m := by
  have hshift : ∀ k : ℕ,
      (diagonal t * G) ^ k * diagonal t = diagonal t * (G * diagonal t) ^ k := by
    intro k
    induction k with
    | zero => simp
    | succ k ih =>
      calc (diagonal t * G) ^ (k + 1) * diagonal t
          = ((diagonal t * G) ^ k * diagonal t) * (G * diagonal t) := by
            rw [pow_succ]
            simp only [mul_assoc]
        _ = diagonal t * (G * diagonal t) ^ (k + 1) := by
            rw [ih, pow_succ, mul_assoc]
  -- one iteration of the equation of motion inside the remainder
  have hiter : ∀ k : ℕ, (diagonal t * G) ^ k * τ
      = diagonal t * (G * diagonal t) ^ k + (diagonal t * G) ^ (k + 1) * τ := by
    intro k
    calc (diagonal t * G) ^ k * τ
        = (diagonal t * G) ^ k * (diagonal t + diagonal t * G * τ) := by rw [← hτ]
      _ = (diagonal t * G) ^ k * diagonal t + (diagonal t * G) ^ (k + 1) * τ := by
          rw [mul_add, pow_succ, mul_assoc ((diagonal t * G) ^ k)]
      _ = _ := by rw [hshift]
  have hsum : τ = ∑ N ∈ Finset.range K, diagonal t * (G * diagonal t) ^ N
      + (diagonal t * G) ^ K * τ := by
    induction K with
    | zero => simp
    | succ K ih =>
      rw [Finset.sum_range_succ, add_assoc, ← hiter K]
      exact ih
  have hentry := congrFun (congrFun hsum n) m
  rw [Matrix.add_apply, Matrix.sum_apply] at hentry
  refine hentry.trans ?_
  congr 1
  exact Finset.sum_congr rfl fun N _ => scattering_path_expansion t G hG N n m
```

The theorem requires no convergence. The following two-site example satisfies both hypotheses, although $(tG)^2=2\cdot 1$, so the terms of the hop series grow without bound. For $K=2$ and the entry $(0,0)$, the paths contribute $1+0$ and the remainder $2\cdot(-1)$, giving $\tau(0,0)=-1$. The integers are chosen for easy arithmetic and do not model physical scatterers.

```lean
/-- Two sites with `t = (1, 2)` and unit propagator between them: `G` has zero diagonal, and
the matrix with rows `(-1, -2)` and `(-2, -2)` solves `τ = t + t G τ`. -/
theorem path_operator_truncation_witness :
    (∀ i, (!![0, 1; 1, 0] : Matrix (Fin 2) (Fin 2) ℤ) i i = 0) ∧
    (!![-1, -2; -2, -2] : Matrix (Fin 2) (Fin 2) ℤ)
      = diagonal ![1, 2] + diagonal ![1, 2] * !![0, 1; 1, 0] * !![-1, -2; -2, -2] := by
  constructor
  · intro i
    fin_cases i <;> rfl
  · ext i j
    fin_cases i <;> fin_cases j <;>
      simp [Matrix.mul_apply, Fin.sum_univ_two, Matrix.diagonal_apply]

end ScatteringPathExpansion
```

```lean
#print axioms ScatteringPathExpansion.scattering_path_expansion_comm
-- 'ScatteringPathExpansion.scattering_path_expansion_comm' depends on axioms: [propext, Classical.choice, Quot.sound]
#print axioms ScatteringPathExpansion.onsite_propagator_eq_zero
-- 'ScatteringPathExpansion.onsite_propagator_eq_zero' depends on axioms: [propext, Classical.choice, Quot.sound]
#print axioms ScatteringPathExpansion.path_operator_truncation
-- 'ScatteringPathExpansion.path_operator_truncation' depends on axioms: [propext, Classical.choice, Quot.sound]
```
